# Ott-Prony method: for scattering atoms with distinct phase factors on a line, a polynomial annihilates the structure factors exactly when it vanishes at every phase factor

Atoms repeat along a line with a fixed period, and their diffraction is described by complex structure factors F(h) at integer orders h. The F(h) are taken as known, and the atomic positions are wanted. Each F(h) mixes contributions from all the atoms, but successive values obey linear relations, and the coefficients of these relations carry the positions.

Let there be m atoms in the period, with fractional coordinates x_j and complex scattering factors f_j, taken to be independent of h, so that F(h) = Σ_j f_j exp(2πi h x_j). Two conditions are imposed: every f_j is nonzero, so each atom does scatter, and the numbers exp(2πi x_j) are distinct, so no two atoms occupy the same site up to a lattice translation. Under these conditions, a polynomial p(z) = Σ_k c_k z^k satisfies

Σ_k c_k F(h+k) = 0 for all integers h

if and only if p vanishes at every exp(2πi x_j).

```lean
import Mathlib

open Polynomial

namespace OttProny

noncomputable section
```

## Structure factors as sums of powers

Attach to each atom the number

z_j = exp(2πi x_j).

The code calls it `phase`, although it is the complex number of modulus one and not the angle.

```lean
/-- The phase factor `z = exp(2πi x)` of an atom at fractional coordinate `x`. -/
def phase (x : ℝ) : ℂ := Complex.exp (2 * Real.pi * Complex.I * x)
```

The structure factor, with the plus sign in the exponent, is

F(h) = Σ_j f_j exp(2πi h x_j).

In Lean the atoms are labelled by `Fin m`, that is j = 0, …, m−1, and the coordinates are real numbers. The f_j do not depend on h, which idealises the atoms as points without thermal motion.

```lean
/-- The structure factor `F(h) = ∑ f_j exp(2πi h x_j)` of `m` atoms on a line. -/
def structureFactor {m : ℕ} (f : Fin m → ℂ) (x : Fin m → ℝ) (h : ℤ) : ℂ :=
  ∑ j, f j * Complex.exp (2 * Real.pi * Complex.I * h * x j)
```

The linear relation takes its coefficients c_k from a polynomial `p`, with k running from 0 to the degree of p. Its left-hand side is defined for any function `F` on the integers.

```lean
/-- The linear combination `∑ c_k F(h+k)` of successive structure factors, where the `c_k`
are the coefficients of the polynomial `p`. -/
def recurrence (p : ℂ[X]) (F : ℤ → ℂ) (h : ℤ) : ℂ :=
  ∑ k ∈ Finset.range (p.natDegree + 1), p.coeff k * F (h + k)
```

One polynomial is singled out by the structure itself:

P(z) = ∏_j (z − z_j).

```lean
/-- The monic polynomial `∏ (z - z_j)` whose roots are the phase factors of the atoms. -/
def atomPolynomial {m : ℕ} (x : Fin m → ℝ) : ℂ[X] := ∏ j, (X - C (phase (x j)))
```

An exponential is never zero, so negative powers of z_j are harmless.

```lean
/-- A phase factor is never zero. -/
theorem phase_ne_zero (x : ℝ) : phase x ≠ 0 := Complex.exp_ne_zero _
```

Since exp(2πi h x_j) = (exp(2πi x_j))^h for integer h,

F(h) = Σ_j f_j z_j^h.

The proof compares the two sums atom by atom, using `Complex.exp_int_mul` for the power.

```lean
/-- The structure factor is a sum of powers of the phase factors, `F(h) = ∑ f_j z_j^h`. -/
theorem structureFactor_eq {m : ℕ} (f : Fin m → ℂ) (x : Fin m → ℝ) (h : ℤ) :
    structureFactor f x h = ∑ j, f j * phase (x j) ^ h := by
  unfold structureFactor phase
  refine Finset.sum_congr rfl fun j _ => ?_
  rw [← Complex.exp_int_mul]
  congr 2
  ring
```

## The polynomial evaluated at each atom

Insert this form into the linear relation and exchange the two finite sums:

Σ_k c_k F(h+k) = Σ_k c_k Σ_j f_j z_j^(h+k)
= Σ_j f_j z_j^h Σ_k c_k z_j^k
= Σ_j f_j z_j^h p(z_j).

`Finset.sum_comm` makes the exchange, and `zpow_add₀` splits z_j^(h+k), which uses z_j ≠ 0.

```lean
/-- Each atom contributes to the recurrence in proportion to the value of the polynomial at
its phase factor: `∑ c_k F(h+k) = ∑ f_j z_j^h p(z_j)`. -/
theorem recurrence_eq {m : ℕ} (f : Fin m → ℂ) (x : Fin m → ℝ) (p : ℂ[X]) (h : ℤ) :
    recurrence p (structureFactor f x) h
      = ∑ j, f j * phase (x j) ^ h * p.eval (phase (x j)) := by
  unfold recurrence
  simp_rw [structureFactor_eq, eval_eq_sum_range, Finset.mul_sum]
  -- exchange the sum over coefficients with the sum over atoms
  rw [Finset.sum_comm]
  refine Finset.sum_congr rfl fun j _ => Finset.sum_congr rfl fun k _ => ?_
  rw [zpow_add₀ (phase_ne_zero _), zpow_natCast]
  ring
```

## From m consecutive equations to the roots

If every p(z_j) is zero, the last sum vanishes for any h. For the converse, suppose that the relation holds at h₀, h₀+1, …, h₀+m−1, and write

a_j = f_j z_j^h₀ p(z_j).

The equation at h₀+n then reads

Σ_j a_j z_j^n = 0, n = 0, …, m−1.

This says that the row vector a, multiplied by the Vandermonde matrix V with entries V_jn = z_j^n, gives zero. The determinant is

det V = ∏_(i<j) (z_j − z_i),

which is nonzero because the z_j are distinct. Hence every a_j is zero, and since f_j and z_j^h₀ are nonzero, p(z_j) = 0.

In the theorem, `hf` and `hz` are the two physical conditions, and `IsRoot` means p(z_j) = 0. The intermediate result `hv` is the statement a = 0.

```lean
/-- For `m` atoms with nonzero scattering factors and distinct phase factors, the recurrence
holds at `m` consecutive indices, starting at any `h₀`, if and only if every phase factor is
a root of the polynomial. -/
theorem recurrence_window_iff {m : ℕ} {f : Fin m → ℂ} {x : Fin m → ℝ}
    (hf : ∀ j, f j ≠ 0) (hz : Function.Injective fun j => phase (x j))
    (p : ℂ[X]) (h₀ : ℤ) :
    (∀ n : Fin m, recurrence p (structureFactor f x) (h₀ + (n : ℕ)) = 0)
      ↔ ∀ j, p.IsRoot (phase (x j)) := by
  constructor
  · intro hw j
    -- the amplitudes solve a homogeneous Vandermonde system
    have hv : (fun j => f j * phase (x j) ^ h₀ * p.eval (phase (x j))) = 0 := by
      apply Matrix.eq_zero_of_vecMul_eq_zero
        (M := Matrix.vandermonde fun j => phase (x j))
        (Matrix.det_vandermonde_ne_zero_iff.mpr hz)
      ext n
      have e := hw n
      rw [recurrence_eq] at e
      simp only [Matrix.vecMul, dotProduct, Matrix.vandermonde_apply, Pi.zero_apply]
      refine Eq.trans (Finset.sum_congr rfl fun i _ => ?_) e
      rw [zpow_add₀ (phase_ne_zero _), zpow_natCast]
      ring
    have e : f j * phase (x j) ^ h₀ * p.eval (phase (x j)) = 0 := congrFun hv j
    exact (mul_eq_zero.mp e).resolve_left
      (mul_ne_zero (hf j) (zpow_ne_zero _ (phase_ne_zero _)))
  · intro hr n
    rw [recurrence_eq]
    refine Finset.sum_eq_zero fun j _ => ?_
    rw [(hr j : p.eval (phase (x j)) = 0), mul_zero]
```

A relation that holds for all h holds in particular at 0, …, m−1, so the finite result gives one direction of the full statement. The other is again the vanishing of each term in Σ_j f_j z_j^h p(z_j).

```lean
/-- Ott-Prony method: for atoms with nonzero scattering factors and distinct phase factors,
`∑ c_k F(h+k) = 0` for all integers `h` if and only if every phase factor is a root of
`∑ c_k z^k`. -/
theorem ott_prony {m : ℕ} {f : Fin m → ℂ} {x : Fin m → ℝ}
    (hf : ∀ j, f j ≠ 0) (hz : Function.Injective fun j => phase (x j)) (p : ℂ[X]) :
    (∀ h : ℤ, recurrence p (structureFactor f x) h = 0)
      ↔ ∀ j, p.IsRoot (phase (x j)) := by
  constructor
  · intro h
    exact (recurrence_window_iff hf hz p 0).mp fun n => h _
  · intro hr h
    rw [recurrence_eq]
    refine Finset.sum_eq_zero fun j _ => ?_
    rw [(hr j : p.eval (phase (x j)) = 0), mul_zero]
```

## The shortest relation and the positions

If p vanishes at all the z_j, it is divisible by each z − z_j. These factors are pairwise coprime because the z_j are distinct, so their product P divides p.

```lean
/-- If the phase factors are distinct and all are roots of `p`, then the atom polynomial
divides `p`. -/
theorem atomPolynomial_dvd {m : ℕ} {x : Fin m → ℝ}
    (hz : Function.Injective fun j => phase (x j)) {p : ℂ[X]}
    (hr : ∀ j, p.IsRoot (phase (x j))) : atomPolynomial x ∣ p :=
  Fintype.prod_dvd_of_coprime (pairwise_coprime_X_sub_C hz)
    fun j => dvd_iff_isRoot.mpr (hr j)
```

P is a product of m monic linear factors, so its degree is m.

```lean
/-- The atom polynomial of `m` atoms has degree `m`. -/
theorem natDegree_atomPolynomial {m : ℕ} (x : Fin m → ℝ) :
    (atomPolynomial x).natDegree = m := by
  unfold atomPolynomial
  rw [natDegree_prod_of_monic _ _ (fun j _ => monic_X_sub_C _)]
  simp
```

A nonzero polynomial has at least the degree of any of its divisors. Therefore no nonzero p of degree below m can satisfy the relation for all h.

```lean
/-- For `m` atoms with nonzero scattering factors and distinct phase factors, a nonzero
polynomial whose recurrence holds at all integers `h` has degree at least `m`. -/
theorem card_le_natDegree {m : ℕ} {f : Fin m → ℂ} {x : Fin m → ℝ}
    (hf : ∀ j, f j ≠ 0) (hz : Function.Injective fun j => phase (x j))
    {p : ℂ[X]} (hp : p ≠ 0)
    (h : ∀ h : ℤ, recurrence p (structureFactor f x) h = 0) : m ≤ p.natDegree := by
  have hd := natDegree_le_of_dvd (atomPolynomial_dvd hz ((ott_prony hf hz p).mp h)) hp
  rwa [natDegree_atomPolynomial] at hd
```

Now take p monic of degree m. If it satisfies m consecutive equations, P divides it; both are monic and of the same degree, so p = P. Conversely, P has every z_j as a root and satisfies the equations.

For known m, the equations are linear in the unknowns c_0, …, c_(m−1) and involve only F(h₀), …, F(h₀+2m−1). The theorem identifies their unique solution as the coefficients of P. The roots of P are the z_j, and their arguments divided by 2π are the coordinates modulo 1. The f_j need not be known beforehand.

```lean
/-- Reconstruction: for `m` atoms with nonzero scattering factors and distinct phase factors,
a monic polynomial of degree `m` satisfies the recurrence at `m` consecutive indices if and
only if it is the atom polynomial. -/
theorem reconstruction {m : ℕ} {f : Fin m → ℂ} {x : Fin m → ℝ}
    (hf : ∀ j, f j ≠ 0) (hz : Function.Injective fun j => phase (x j))
    {p : ℂ[X]} (hp : p.Monic) (hdeg : p.natDegree = m) (h₀ : ℤ) :
    (∀ n : Fin m, recurrence p (structureFactor f x) (h₀ + (n : ℕ)) = 0)
      ↔ p = atomPolynomial x := by
  rw [recurrence_window_iff hf hz]
  constructor
  · intro hr
    -- two monic polynomials of equal degree, one dividing the other, coincide
    have hm : (atomPolynomial x).Monic :=
      monic_prod_of_monic _ _ fun j _ => monic_X_sub_C _
    exact eq_of_monic_of_dvd_of_natDegree_le hm hp (atomPolynomial_dvd hz hr)
      (by rw [natDegree_atomPolynomial, hdeg])
  · rintro rfl j
    exact dvd_iff_isRoot.mp (Finset.dvd_prod_of_mem _ (Finset.mem_univ j))
```

The number of equations matters. Neutron scattering lengths can have either sign, so take two atoms with factors 1 and −1 at 0 and 1/2. Then z_0 = 1 and z_1 = −1, and

F(0) = 1 − 1 = 0.

The constant polynomial 1 therefore satisfies the relation at h = 0, although it has no roots at all. For two atoms, one equation is not enough to force the roots.

```lean
/-- Two atoms with scattering factors `1` and `-1` at `0` and `1/2` have the phase factors
`1` and `-1`; the constant polynomial `1` satisfies the recurrence at `h = 0`, yet neither
phase factor is a root of it. -/
theorem one_equation_insufficient :
    phase 0 = 1 ∧ phase (1 / 2) = -1 ∧
    recurrence 1 (structureFactor ![1, -1] ![0, 1 / 2]) 0 = 0 ∧
    ∀ j, ¬ (1 : ℂ[X]).IsRoot (phase ((![0, 1 / 2] : Fin 2 → ℝ) j)) := by
  refine ⟨by simp [phase], ?_, ?_, fun j => by simp [IsRoot.def]⟩
  · have e : 2 * (Real.pi : ℂ) * Complex.I * ((1 / 2 : ℝ) : ℂ) = Real.pi * Complex.I := by
      push_cast
      ring
    rw [phase, e, Complex.exp_pi_mul_I]
  · rw [recurrence_eq]
    simp [Fin.sum_univ_two]

end

end OttProny
```

## Phases, energy levels and periodic coordinates

The theorems take the complex F(h) as given. A diffraction experiment records intensities, proportional to |F(h)|², and the step from these to F(h) is the phase problem, which these theorems do not address.

The same algebra applies to the autocorrelation function of a quantum state with finitely many energy levels, sampled without noise at equal time steps Δt: the z_j become exp(−iE_jΔt/ħ), and the roots give the occupied energies E_j modulo 2πħ/Δt, provided that no two of these levels differ by a multiple of 2πħ/Δt.

The coordinates could also have been modelled as points of the circle ℝ/ℤ. Distinct phase factors would then simply mean distinct coordinates, whereas with real numbers 0 and 1 are different coordinates of the same site. Distinct real coordinates would therefore not be enough, and `hz` is stated for the phase factors.

```lean
#print axioms OttProny.ott_prony
#print axioms OttProny.card_le_natDegree
#print axioms OttProny.reconstruction
#print axioms OttProny.one_equation_insufficient
```

```
'OttProny.ott_prony' depends on axioms: [propext, Classical.choice, Quot.sound]
'OttProny.card_le_natDegree' depends on axioms: [propext, Classical.choice, Quot.sound]
'OttProny.reconstruction' depends on axioms: [propext, Classical.choice, Quot.sound]
'OttProny.one_equation_insufficient' depends on axioms: [propext, Classical.choice, Quot.sound]
```
